# An energy-slice error bound for sign-averaged pseudobands

Stochastic pseudobands compress the empty bands of a GW calculation. In the version treated here, all the bands in an energy slice are replaced by one random-sign sum with a single energy. This makes two changes: the projector onto the slice is sampled, and the individual band energies are lost. For orthonormal bands, the average over all sign choices removes the first error exactly, and the second has a simple bound when the frequency keeps a distance from the energies involved.

## The averaged projector and the cost of a common energy

Let u_n be finitely many orthonormal bands with real energies e_n, and let S be a set of them, the slice. Each sign θ_n is +1 or −1, and the pseudoband is

φ = Σ_{n∈S} θ_n u_n.

Write ⟨u, x⟩ for the inner product, linear in x. The uniform average over all sign vectors satisfies

average of ⟨φ, x⟩ φ = P x, where P x = Σ_{n∈S} ⟨u_n, x⟩ u_n.

Let E be the common energy of the slice and ω a complex frequency. Suppose that |e_n − E| ≤ δ for every n in S, and that ω lies at distance at least d > 0 from E and from each of these e_n. Then, with δ ≥ 0,

‖P x/(ω − E) − Σ_{n∈S} ⟨u_n, x⟩ u_n/(ω − e_n)‖ ≤ δ‖x‖/d².

## Setting slice widths in a band sum

The estimate gives a sufficient criterion for how wide a slice may be. To keep the slice's energy-grouping error at or below ε‖x‖, it is enough that δ ≤ ε d², so a slice far from ω can be wider than one close to it. In electronic-structure terms, this controls the energy-grouping error in a resolvent sum over finitely many fixed orbitals, which is one ingredient of a GW calculation.

If all the bands are partitioned into slices with their own energies, and the same δ and d serve throughout, the total error is still at most δ‖x‖/d². The number of slices doesn't enter.

## From sign correlations to the error norm

Expanding the pseudoband gives

⟨φ, x⟩ φ = Σ_{m,n∈S} θ_m θ_n ⟨u_m, x⟩ u_n.

For m = n the sign product is 1. For m ≠ n, flipping θ_m pairs each sign vector with another whose product is opposite, so the average vanishes. Only the diagonal terms remain, and they add up to P x.

P x lies in the span of the slice, and for every m in S orthonormality gives

⟨u_m, x − P x⟩ = ⟨u_m, x⟩ − ⟨u_m, x⟩ = 0.

Hence P is the orthogonal projector onto that span.

The energy error on band n has the coefficient

c_n = 1/(ω − E) − 1/(ω − e_n) = (E − e_n)/((ω − E)(ω − e_n)),

so |c_n| ≤ δ/d². Orthonormality and then Bessel's inequality give

‖Σ_{n∈S} c_n ⟨u_n, x⟩ u_n‖² = Σ_{n∈S} |c_n|² |⟨u_n, x⟩|² ≤ (δ/d²)² ‖x‖².

Taking square roots proves the bound. With several slices, E becomes the energy of the slice that contains band n, and the same estimate applies to the sum over all bands.

For x = u_m with m in S, the error norm is exactly |c_m|. It equals δ/d² when |e_m − E| = δ and both distances are d. On the real axis this requires δ = 0 or δ = 2d; complex frequencies also allow the values in between.

A mistake that is easy to make here is to apply the bound to a single draw of signs. With two bands and φ = u_1 + u_2, the unaveraged operator sends u_1 to u_1 + u_2, whereas P leaves u_1 unchanged. The cross terms cancel only in the average.

## The Lean file

```lean
import Mathlib

open Finset

namespace StochasticPseudobands

noncomputable section

variable {ι H : Type*} [Fintype ι] [DecidableEq ι]
  [NormedAddCommGroup H] [InnerProductSpace ℂ H]

/-- The sign `+1` or `-1` encoded by a Boolean. -/
def sgn (b : Bool) : ℂ := if b then 1 else -1

/-- The pseudoband of a slice `S`: the sum of its bands with signs `θ`. -/
def pseudoband (u : ι → H) (S : Finset ι) (θ : ι → Bool) : H :=
  ∑ n ∈ S, sgn (θ n) • u n

/-- The operator `|φ⟩⟨φ|` of the pseudoband, averaged over all sign vectors and applied to `x`. -/
def signAverage (u : ι → H) (S : Finset ι) (x : H) : H :=
  ((2 : ℂ) ^ Fintype.card ι)⁻¹ •
    ∑ θ : ι → Bool, inner ℂ (pseudoband u S θ) x • pseudoband u S θ

/-- The sum of `|u_n⟩⟨u_n|` over the slice, applied to `x`. -/
def sliceProjector (u : ι → H) (S : Finset ι) (x : H) : H :=
  ∑ n ∈ S, inner ℂ (u n) x • u n

/-- The sum over the bands in `S` of `|u_n⟩⟨u_n| / (ω - e_n)`, applied to `x`. -/
def bandResolvent (u : ι → H) (e : ι → ℝ) (S : Finset ι) (ω : ℂ) (x : H) : H :=
  ∑ n ∈ S, ((ω - (e n : ℂ))⁻¹ * inner ℂ (u n) x) • u n

/-- Summed over all sign vectors, the product of two signs vanishes for distinct bands
and gives the number of sign vectors for equal bands. -/
theorem sign_correlation (m n : ι) :
    ∑ θ : ι → Bool, sgn (θ m) * sgn (θ n) =
      if m = n then (2 : ℂ) ^ Fintype.card ι else 0 := by
  split_ifs with h
  · subst h
    have h1 : ∀ b, sgn b * sgn b = 1 := by
      intro b
      cases b <;> simp [sgn]
    simp [h1]
  · -- flipping the sign of band `m` reverses every term
    have hinv : Function.Involutive
        (fun θ : ι → Bool => Function.update θ m (!θ m)) := by
      intro θ
      simp
    have hs : ∑ θ : ι → Bool, sgn (Function.update θ m (!θ m) m) *
        sgn (Function.update θ m (!θ m) n) = ∑ θ : ι → Bool, sgn (θ m) * sgn (θ n) :=
      Equiv.sum_comp (Function.Involutive.toPerm _ hinv)
        (fun θ : ι → Bool => sgn (θ m) * sgn (θ n))
    have hnot : ∀ b, sgn (!b) = -sgn b := by
      intro b
      cases b <;> simp [sgn]
    have hneg : ∀ θ : ι → Bool, sgn (Function.update θ m (!θ m) m) *
        sgn (Function.update θ m (!θ m) n) = -(sgn (θ m) * sgn (θ n)) := by
      intro θ
      have h1 : Function.update θ m (!θ m) m = !θ m := by simp
      have h2 : Function.update θ m (!θ m) n = θ n :=
        Function.update_of_ne (Ne.symm h) _ _
      rw [h1, h2, hnot]
      ring
    simp only [hneg, Finset.sum_neg_distrib] at hs
    linear_combination (-1 / 2 : ℂ) * hs

/-- Averaging `|φ⟩⟨φ|` over all sign vectors gives the sum of `|u_n⟩⟨u_n|` over the slice. -/
theorem signAverage_eq (u : ι → H) (S : Finset ι) (x : H) :
    signAverage u S x = sliceProjector u S x := by
  have hconj : ∀ b, (starRingEnd ℂ) (sgn b) = sgn b := by
    intro b
    cases b <;> simp [sgn]
  -- expand the dyad into pairs of bands
  have hin : ∀ θ : ι → Bool, inner ℂ (pseudoband u S θ) x • pseudoband u S θ =
      ∑ m ∈ S, ∑ n ∈ S, (sgn (θ m) * sgn (θ n)) • (inner ℂ (u m) x • u n) := by
    intro θ
    have h1 : inner ℂ (pseudoband u S θ) x = ∑ m ∈ S, sgn (θ m) * inner ℂ (u m) x := by
      simp only [pseudoband, sum_inner, inner_smul_left, hconj]
    rw [h1, pseudoband, Finset.sum_smul]
    refine Finset.sum_congr rfl fun m _ => ?_
    rw [Finset.smul_sum]
    refine Finset.sum_congr rfl fun n _ => ?_
    simp only [smul_smul]
    congr 1
    ring
  -- only the diagonal pairs survive the average
  have hsum : ∑ θ : ι → Bool, ∑ m ∈ S, ∑ n ∈ S,
      (sgn (θ m) * sgn (θ n)) • (inner ℂ (u m) x • u n) =
      ∑ m ∈ S, ((2 : ℂ) ^ Fintype.card ι) • (inner ℂ (u m) x • u m) := by
    rw [Finset.sum_comm]
    refine Finset.sum_congr rfl fun m hm => ?_
    rw [Finset.sum_comm]
    simp only [← Finset.sum_smul, sign_correlation]
    simp only [ite_smul, zero_smul, Finset.sum_ite_eq, hm, if_true]
  unfold signAverage sliceProjector
  simp only [hin]
  rw [hsum, ← Finset.smul_sum, smul_smul,
    inv_mul_cancel₀ (pow_ne_zero _ two_ne_zero), one_smul]

omit [Fintype ι] in
/-- For orthonormal bands, `P x` lies in the span of the slice and `x - P x` is orthogonal
to every band of the slice. -/
theorem sliceProjector_orthogonal {u : ι → H} (hu : Orthonormal ℂ u) (S : Finset ι) (x : H) :
    sliceProjector u S x ∈ Submodule.span ℂ (u '' (S : Set ι)) ∧
      ∀ m ∈ S, inner ℂ (u m) (x - sliceProjector u S x) = 0 := by
  constructor
  · exact Submodule.sum_mem _ fun n hn => Submodule.smul_mem _ _
      (Submodule.subset_span ⟨n, Finset.mem_coe.mpr hn, rfl⟩)
  · intro m hm
    rw [sliceProjector, inner_sub_right, inner_sum]
    simp only [inner_smul_right, orthonormal_iff_ite.mp hu, mul_ite, mul_one, mul_zero,
      Finset.sum_ite_eq, hm, if_true, sub_self]

/-- The exact modulus of the change in a propagator when the level `e` is moved to `E`. -/
theorem propagator_difference (E e : ℝ) (ω : ℂ) (h1 : ω - (E : ℂ) ≠ 0)
    (h2 : ω - (e : ℂ) ≠ 0) :
    ‖(ω - (E : ℂ))⁻¹ - (ω - (e : ℂ))⁻¹‖ = |e - E| / (‖ω - (E : ℂ)‖ * ‖ω - (e : ℂ)‖) := by
  have hnum : (ω - (e : ℂ)) - (ω - (E : ℂ)) = ((E - e : ℝ) : ℂ) := by
    push_cast
    ring
  rw [inv_sub_inv h1 h2, hnum, norm_div, norm_mul, Complex.norm_real, Real.norm_eq_abs,
    abs_sub_comm]

omit [Fintype ι] [DecidableEq ι] in
/-- An operator diagonal in orthonormal bands, with coefficients of modulus at most `C`,
stretches no vector by more than `C`. -/
theorem norm_diagonal_le {u : ι → H} (hu : Orthonormal ℂ u) (S : Finset ι) (c : ι → ℂ)
    {C : ℝ} (hC : 0 ≤ C) (hc : ∀ n ∈ S, ‖c n‖ ≤ C) (x : H) :
    ‖∑ n ∈ S, (c n * inner ℂ (u n) x) • u n‖ ≤ C * ‖x‖ := by
  have hsq : ∀ a : ι → ℂ, ‖∑ n ∈ S, a n • u n‖ ^ 2 = ∑ n ∈ S, ‖a n‖ ^ 2 := by
    intro a
    have h : ((‖∑ n ∈ S, a n • u n‖ : ℝ) : ℂ) ^ 2 = ∑ n ∈ S, (starRingEnd ℂ) (a n) * a n :=
      (inner_self_eq_norm_sq_to_K (𝕜 := ℂ) _).symm.trans (hu.inner_sum a a S)
    simp only [Complex.conj_mul'] at h
    exact_mod_cast h
  have hb : ‖∑ n ∈ S, (c n * inner ℂ (u n) x) • u n‖ ^ 2 ≤ (C * ‖x‖) ^ 2 := by
    calc ‖∑ n ∈ S, (c n * inner ℂ (u n) x) • u n‖ ^ 2
        = ∑ n ∈ S, ‖c n * inner ℂ (u n) x‖ ^ 2 := hsq (fun n => c n * inner ℂ (u n) x)
      _ ≤ ∑ n ∈ S, C ^ 2 * ‖inner ℂ (u n) x‖ ^ 2 := by
          refine Finset.sum_le_sum fun n hn => ?_
          rw [norm_mul, mul_pow]
          exact mul_le_mul_of_nonneg_right
            (pow_le_pow_left₀ (norm_nonneg _) (hc n hn) 2) (sq_nonneg _)
      _ = C ^ 2 * ∑ n ∈ S, ‖inner ℂ (u n) x‖ ^ 2 := by rw [Finset.mul_sum]
      _ ≤ C ^ 2 * ‖x‖ ^ 2 :=
          -- Bessel's inequality
          mul_le_mul_of_nonneg_left (hu.sum_inner_products_le x) (sq_nonneg C)
      _ = (C * ‖x‖) ^ 2 := by ring
  exact (abs_le_of_sq_le_sq' hb (mul_nonneg hC (norm_nonneg x))).2

omit [Fintype ι] [DecidableEq ι] in
/-- Moving each level `e_n` by at most `δ` to `E_n`, with `ω` at distance at least `d` from
all of them, changes the resolvent sum on `x` by at most `δ ‖x‖ / d²`. -/
theorem level_shift_bound {u : ι → H} (hu : Orthonormal ℂ u) (S : Finset ι) (e E : ι → ℝ)
    (ω : ℂ) {δ d : ℝ} (hδ : 0 ≤ δ) (hd : 0 < d) (hw : ∀ n ∈ S, |e n - E n| ≤ δ)
    (hE : ∀ n ∈ S, d ≤ ‖ω - (E n : ℂ)‖) (he : ∀ n ∈ S, d ≤ ‖ω - (e n : ℂ)‖) (x : H) :
    ‖∑ n ∈ S, (((ω - (E n : ℂ))⁻¹ - (ω - (e n : ℂ))⁻¹) * inner ℂ (u n) x) • u n‖
      ≤ δ * ‖x‖ / d ^ 2 := by
  have hc : ∀ n ∈ S, ‖(ω - (E n : ℂ))⁻¹ - (ω - (e n : ℂ))⁻¹‖ ≤ δ / d ^ 2 := by
    intro n hn
    rw [propagator_difference _ _ _ (norm_pos_iff.mp (hd.trans_le (hE n hn)))
      (norm_pos_iff.mp (hd.trans_le (he n hn))), sq]
    exact div_le_div₀ hδ (hw n hn) (mul_pos hd hd)
      (mul_le_mul (hE n hn) (he n hn) hd.le (norm_nonneg _))
  calc _ ≤ δ / d ^ 2 * ‖x‖ := norm_diagonal_le hu S _ (by positivity) hc x
    _ = δ * ‖x‖ / d ^ 2 := by ring

/-- The sign average of `|φ⟩⟨φ|` is the slice projector `P`, and replacing the resolvent sum of
the slice by `P / (ω - E)` costs at most `δ ‖x‖ / d²` on any vector `x`. -/
theorem pseudoband_slice_error {u : ι → H} (hu : Orthonormal ℂ u) (S : Finset ι) (e : ι → ℝ)
    (E : ℝ) (ω : ℂ) {δ d : ℝ} (hδ : 0 ≤ δ) (hd : 0 < d) (hw : ∀ n ∈ S, |e n - E| ≤ δ)
    (hE : d ≤ ‖ω - (E : ℂ)‖) (he : ∀ n ∈ S, d ≤ ‖ω - (e n : ℂ)‖) (x : H) :
    signAverage u S x = sliceProjector u S x ∧
      ‖(ω - (E : ℂ))⁻¹ • sliceProjector u S x - bandResolvent u e S ω x‖
        ≤ δ * ‖x‖ / d ^ 2 := by
  refine ⟨signAverage_eq u S x, ?_⟩
  have h : (ω - (E : ℂ))⁻¹ • sliceProjector u S x - bandResolvent u e S ω x =
      ∑ n ∈ S, (((ω - (E : ℂ))⁻¹ - (ω - (e n : ℂ))⁻¹) * inner ℂ (u n) x) • u n := by
    rw [sliceProjector, bandResolvent, Finset.smul_sum, ← Finset.sum_sub_distrib]
    refine Finset.sum_congr rfl fun n _ => ?_
    rw [smul_smul, ← sub_smul, ← sub_mul]
  rw [h]
  exact level_shift_bound hu S e (fun _ => E) ω hδ hd hw (fun _ _ => hE) he x

/-- With the bands sorted into slices by `k`, each slice `j` with its own energy `E j`, the
sign-averaged pseudoband resolvent differs from the full band sum by at most `δ ‖x‖ / d²`. -/
theorem pseudoband_total_error {κ : Type*} [Fintype κ] [DecidableEq κ] {u : ι → H}
    (hu : Orthonormal ℂ u) (k : ι → κ) (e : ι → ℝ) (E : κ → ℝ) (ω : ℂ) {δ d : ℝ}
    (hδ : 0 ≤ δ) (hd : 0 < d) (hw : ∀ n, |e n - E (k n)| ≤ δ)
    (hE : ∀ n, d ≤ ‖ω - (E (k n) : ℂ)‖) (he : ∀ n, d ≤ ‖ω - (e n : ℂ)‖) (x : H) :
    ‖∑ j, (ω - (E j : ℂ))⁻¹ • signAverage u (univ.filter (fun n => k n = j)) x
      - bandResolvent u e univ ω x‖ ≤ δ * ‖x‖ / d ^ 2 := by
  -- collect the slices into one sum over bands
  have h : ∑ j, (ω - (E j : ℂ))⁻¹ • signAverage u (univ.filter (fun n => k n = j)) x =
      ∑ n, ((ω - (E (k n) : ℂ))⁻¹ * inner ℂ (u n) x) • u n := by
    refine Eq.trans ?_ (Finset.sum_fiberwise Finset.univ k _)
    refine Finset.sum_congr rfl fun j _ => ?_
    rw [signAverage_eq, sliceProjector, Finset.smul_sum]
    refine Finset.sum_congr rfl fun n hn => ?_
    rw [(Finset.mem_filter.mp hn).2, smul_smul]
  rw [h, bandResolvent, ← Finset.sum_sub_distrib]
  simp only [← sub_smul, ← sub_mul]
  exact level_shift_bound hu univ e (fun n => E (k n)) ω hδ hd (fun n _ => hw n)
    (fun n _ => hE n) (fun n _ => he n) x

omit [Fintype ι] in
/-- On a band `u_m` of the slice whose energy is off by exactly `δ`, with `ω` at distance
exactly `d` from both `E` and `e_m`, the error equals `δ / d²`. -/
theorem slice_error_sharp {u : ι → H} (hu : Orthonormal ℂ u) (S : Finset ι) (e : ι → ℝ)
    (E : ℝ) (ω : ℂ) {δ d : ℝ} (hd : 0 < d) {m : ι} (hm : m ∈ S) (hw : |e m - E| = δ)
    (hE : ‖ω - (E : ℂ)‖ = d) (he : ‖ω - (e m : ℂ)‖ = d) :
    ‖(ω - (E : ℂ))⁻¹ • sliceProjector u S (u m) - bandResolvent u e S ω (u m)‖
      = δ / d ^ 2 := by
  have hP : sliceProjector u S (u m) = u m := by
    simp [sliceProjector, orthonormal_iff_ite.mp hu, hm]
  have hR : bandResolvent u e S ω (u m) = (ω - (e m : ℂ))⁻¹ • u m := by
    simp [bandResolvent, orthonormal_iff_ite.mp hu, hm]
  have h1 : ω - (E : ℂ) ≠ 0 := norm_pos_iff.mp (by rw [hE]; exact hd)
  have h2 : ω - (e m : ℂ) ≠ 0 := norm_pos_iff.mp (by rw [he]; exact hd)
  rw [hP, hR, ← sub_smul, norm_smul, hu.1 m, mul_one,
    propagator_difference _ _ _ h1 h2, hw, hE, he, sq]

end

end StochasticPseudobands
```

```lean
#print axioms StochasticPseudobands.sliceProjector_orthogonal
-- 'StochasticPseudobands.sliceProjector_orthogonal' depends on axioms: [propext, Classical.choice, Quot.sound]
#print axioms StochasticPseudobands.pseudoband_slice_error
-- 'StochasticPseudobands.pseudoband_slice_error' depends on axioms: [propext, Classical.choice, Quot.sound]
#print axioms StochasticPseudobands.pseudoband_total_error
-- 'StochasticPseudobands.pseudoband_total_error' depends on axioms: [propext, Classical.choice, Quot.sound]
#print axioms StochasticPseudobands.slice_error_sharp
-- 'StochasticPseudobands.slice_error_sharp' depends on axioms: [propext, Classical.choice, Quot.sound]
```

## How the code expresses the bands and the bound

The finite type `ι` labels the bands, and `H` is a complex inner product space, which may be infinite-dimensional. The hypothesis `Orthonormal ℂ u` makes the bands orthonormal without requiring them to span `H`. A sign vector is a function `ι → Bool`, turned into ±1 by `sgn`. It also assigns signs to bands outside `S`, which leaves the average unchanged. The operators are written through their action on a vector `x`: `signAverage` is the averaged dyad, `sliceProjector` is P, and `bandResolvent` is the sum with the original energies.

`sign_correlation` carries out the sign flip as an involution on sign vectors, and `signAverage_eq` expands the dyad and keeps the diagonal. `sliceProjector_orthogonal` supplies the two projector properties. `propagator_difference` computes |c_n|, `norm_diagonal_le` contains the orthonormality and Bessel step, and `level_shift_bound` combines them.

`pseudoband_slice_error` states the average and the bound together for one slice. In `pseudoband_total_error`, the map `k` assigns each band to a slice, and `Finset.sum_fiberwise` regroups the slices into one band sum. `slice_error_sharp` evaluates the error on a single band.

## Exact averages, fixed orbitals and one frequency

The guarantee concerns the full sign average, in exact arithmetic. It gives no variance or confidence interval for a finite number of random draws. With finitely many draws, a sampling error generally comes on top of the energy-grouping error bounded here.

The separation d is an assumption about the frequency and the energies. It keeps ω away from the poles, and the bound weakens quickly as d shrinks. A broadening that moves ω off the real axis by at least d supplies this distance, because the energies are real.

The orbitals and energies are given and held fixed. The theorems don't estimate the error in a polarizability, a screened interaction or a quasiparticle energy, nor the effect of truncating the band set. Those quantities involve further matrix elements and sums, through which the resolvent error would have to be propagated.
